# A positive 1,3 overlap population in three orbitals with every level filled

Two normalised orbitals with overlap $s$ and four electrons have overlap population $-4s^2/(1-s^2)$, which is negative for $0<|s|<1$. Anyone who carries this sign over to each pair in a larger filled set will read a positive population as evidence that some antibonding level is empty. With three normalised orbitals that inference can fail. If $S_{12}=a$, $S_{23}=b$, $S_{13}=c>0$ and all three levels are doubly filled, the 1,3 population is positive exactly when $c<ab$, while the sum over the three pairs stays negative.

This matters for reading a crystal orbital overlap population (COOP) integrated over all levels, here in a model with finitely many real orbitals and no partial filling.

## Levels, density and populations

```lean
import Mathlib

open Matrix

namespace FilledLevelOverlapPopulation

noncomputable section

variable {n : Type*} [Fintype n] [DecidableEq n]
```

The type `n` labels the orbitals; it is finite, but its size is left open.

```lean
/-- The columns of the square matrix `C` are a complete set of levels, orthonormal with respect
to the overlap matrix `S`. -/
def IsLevelSet (S C : Matrix n n ℝ) : Prop := Cᵀ * S * C = 1
```

Column $i$ of $C$ holds the coefficients of level $i$, and the condition is $C^{T}SC=1$. Since $C$ is square, there are as many levels as orbitals. No Hamiltonian appears, so the levels need not be its eigenvectors.

```lean
/-- The density matrix when every level (column of `C`) holds two electrons. -/
def density (C : Matrix n n ℝ) : Matrix n n ℝ := (2 : ℝ) • (C * Cᵀ)
```

With two electrons in every level, $P=2CC^{T}$. Below, $Q=CC^{T}$.

```lean
/-- The overlap population `2 P_mk S_mk` of the orbitals `m` and `k`. -/
def overlapPop (S C : Matrix n n ℝ) (m k : n) : ℝ := 2 * density C m k * S m k
```

For $m\neq k$ this is the usual overlap population, $2P_{mk}S_{mk}=4Q_{mk}S_{mk}$. The definition also accepts $m=k$, a value used only for bookkeeping in a later proof.

```lean
/-- The sum of the overlap populations over all pairs of different orbitals, each pair
counted once. -/
def pairTotal (S C : Matrix n n ℝ) : ℝ :=
  (∑ m, ∑ k, if m = k then 0 else overlapPop S C m k) / 2
```

The double sum meets each pair twice, hence the division by 2.

```lean
/-- The overlap matrix of three normalised orbitals with `S12 = a`, `S23 = b`, `S13 = c`. -/
def overlap (a b c : ℝ) : Matrix (Fin 3) (Fin 3) ℝ := !![1, a, c; a, 1, b; c, b, 1]
```

Lean counts from 0, so orbitals 1, 2, 3 are the indices `0`, `1`, `2`, and the 1,3 entry is written `0 2`. The overlaps are free parameters, not computed from atomic positions.

## Filled levels invert the overlap matrix

```lean
/-- For a complete set of orthonormal levels, `C Cᵀ` is the inverse of the overlap matrix, and
the overlap matrix is symmetric with positive determinant. -/
theorem levels_complete {S C : Matrix n n ℝ} (hC : IsLevelSet S C) :
    C * Cᵀ * S = 1 ∧ S * (C * Cᵀ) = 1 ∧ Sᵀ = S ∧ 0 < S.det := by
  have g1 : C * Cᵀ * S = 1 := by
    rw [Matrix.mul_assoc]
    exact mul_eq_one_comm.1 hC
  have g2 : S * (C * Cᵀ) = 1 := mul_eq_one_comm.1 g1
  have g3 : Sᵀ * (C * Cᵀ) = 1 := by
    have h := congrArg Matrix.transpose g1
    simpa only [Matrix.transpose_mul, Matrix.transpose_transpose, Matrix.transpose_one] using h
  refine ⟨g1, g2, ?_, ?_⟩
  · calc Sᵀ = Sᵀ * (C * Cᵀ * S) := by rw [g1, Matrix.mul_one]
      _ = Sᵀ * (C * Cᵀ) * S := by rw [Matrix.mul_assoc Sᵀ]
      _ = S := by rw [g3, Matrix.one_mul]
  · have h := congrArg Matrix.det hC
    rw [Matrix.det_mul, Matrix.det_mul, Matrix.det_transpose, Matrix.det_one] at h
    by_contra hn
    have hn' : 0 ≤ -S.det := by linarith
    nlinarith [mul_nonneg (sq_nonneg C.det) hn']
```

In a Lean theorem the hypotheses stand before the colon and the conclusion after it; `∧` means "and". Here `hC` is the assumption $C^{T}SC=1$, and four conclusions follow.

By hand: $C^{T}S$ is a left inverse of the square matrix $C$, hence also a right inverse, so $QS=1$ and likewise $SQ=1$. Transposing $QS=1$ gives $S^{T}Q=1$, because $Q$ is symmetric. Then
$$S^{T}=S^{T}(QS)=(S^{T}Q)S=S.$$
Taking determinants of $C^{T}SC=1$ gives $(\det C)^2\det S=1$, so $\det S>0$.

The two inverse relations, and through them the symmetry of $S$, rest on `mul_eq_one_comm`, which says $AB=1\leftrightarrow BA=1$. Writing `.1` after it selects the left-to-right direction. For matrices it needs $A$ and $B$ to be square, and the type `Matrix n n ℝ` supplies that. With fewer levels than orbitals, $C$ would be rectangular: $C^{T}SC=1$ could still hold, but $CC^{T}S$ would have too small a rank to be the identity. That the set of levels is complete thus enters through the type of $C$; that each of them holds two electrons enters through the definition of `density`.

## The total over all pairs

```lean
/-- For normalised orbitals with all levels doubly filled, the total pair population is minus
twice the sum of the squared entries of `C - S C`. -/
theorem pairTotal_eq {S C : Matrix n n ℝ} (hC : IsLevelSet S C) (hd : ∀ m, S m m = 1) :
    pairTotal S C = -2 * ∑ m, ∑ i, ((C - S * C) m i) ^ 2 := by
  obtain ⟨g1, g2, hs, -⟩ := levels_complete hC
  -- the squared deviation matrix, expressed through the inverse overlap
  have hW : (C - S * C) * (C - S * C)ᵀ = C * Cᵀ - 1 - 1 + S := by
    rw [Matrix.transpose_sub, Matrix.transpose_mul, hs]
    calc (C - S * C) * (Cᵀ - Cᵀ * S)
        = C * Cᵀ - C * Cᵀ * S - S * (C * Cᵀ) + S * (C * Cᵀ) * S := by noncomm_ring
      _ = C * Cᵀ - 1 - 1 + S := by rw [g1, g2, Matrix.one_mul]
  have row : ∀ m, (∑ k, if m = k then 0 else overlapPop S C m k)
      = -4 * ∑ i, ((C - S * C) m i) ^ 2 := by
    intro m
    have h : ∀ k, (if m = k then 0 else overlapPop S C m k)
        = overlapPop S C m k - (if m = k then overlapPop S C m k else 0) := by
      intro k
      split_ifs <;> simp
    have h1 : (∑ k, if m = k then 0 else overlapPop S C m k)
        = (∑ k, overlapPop S C m k) - overlapPop S C m m := by
      rw [Finset.sum_congr rfl (fun k _ => h k), Finset.sum_sub_distrib, Finset.sum_ite_eq]
      simp
    -- each full row of populations sums to four
    have h2 : ∑ k, overlapPop S C m k = 4 := by
      have e := congrFun (congrFun g1 m) m
      rw [Matrix.mul_apply, Matrix.one_apply_eq] at e
      calc ∑ k, overlapPop S C m k = ∑ k, 4 * ((C * Cᵀ) m k * S k m) := by
            refine Finset.sum_congr rfl fun k _ => ?_
            have hk : S m k = S k m := congrFun (congrFun hs k) m
            rw [overlapPop, density, Matrix.smul_apply, smul_eq_mul, hk]
            ring
        _ = 4 := by rw [← Finset.mul_sum, e, mul_one]
    have h3 : ∑ i, ((C - S * C) m i) ^ 2 = (C * Cᵀ) m m - 1 := by
      have e := congrFun (congrFun hW m) m
      rw [Matrix.mul_apply] at e
      simp only [Matrix.transpose_apply, Matrix.add_apply, Matrix.sub_apply,
        Matrix.one_apply_eq, hd] at e
      simp only [Matrix.sub_apply, pow_two]
      linarith
    rw [h1, h2, h3, overlapPop, density, Matrix.smul_apply, smul_eq_mul, hd]
    ring
  rw [pairTotal, Finset.sum_congr rfl (fun m _ => row m), ← Finset.mul_sum]
  ring
```

The hypothesis `hd` says that the orbitals are normalised, $S_{mm}=1$. Put $W=C-SC$. Then (`hW`)
$$WW^{T}=Q-QS-SQ+SQS=Q-2\cdot 1+S,$$
whose diagonal gives $\sum_i W_{mi}^2=Q_{mm}-1$ (`h3`). A full row of populations sums to $4\sum_k Q_{mk}S_{km}=4(QS)_{mm}=4$ (`h2`). Removing the diagonal term $4Q_{mm}$ leaves
$$4-4Q_{mm}=-4\sum_i W_{mi}^2,$$
which is `row`. Summing over $m$ and halving gives the stated $-2\sum_{m,i}W_{mi}^2$.

```lean
/-- For any number of normalised orbitals with all levels doubly filled, the total pair
population is negative exactly when the overlap matrix is not the identity. -/
theorem pairTotal_neg_iff {S C : Matrix n n ℝ} (hC : IsLevelSet S C) (hd : ∀ m, S m m = 1) :
    pairTotal S C < 0 ↔ S ≠ 1 := by
  obtain ⟨g1, g2, -, -⟩ := levels_complete hC
  rw [pairTotal_eq hC hd]
  constructor
  · intro h hS
    rw [hS] at h
    simp at h
  · intro hS
    have hin : ∀ m, 0 ≤ ∑ i, ((C - S * C) m i) ^ 2 :=
      fun m => Finset.sum_nonneg fun i _ => sq_nonneg _
    have h0 : 0 ≤ ∑ m, ∑ i, ((C - S * C) m i) ^ 2 := Finset.sum_nonneg fun m _ => hin m
    rcases h0.eq_or_lt with h | h
    · -- a vanishing sum of squares forces `C = S C`, hence `S = 1`
      exfalso
      apply hS
      have hz : C - S * C = 0 := by
        ext m i
        have hm := (Finset.sum_eq_zero_iff_of_nonneg (fun m _ => hin m)).1 h.symm m
          (Finset.mem_univ m)
        have hi := (Finset.sum_eq_zero_iff_of_nonneg (fun i _ => sq_nonneg _)).1 hm i
          (Finset.mem_univ i)
        exact pow_eq_zero_iff (two_ne_zero) |>.1 hi
      have hQ : C * Cᵀ = 1 := by
        rw [← Matrix.mul_assoc, ← sub_eq_zero.1 hz] at g2
        exact g2
      rw [hQ, Matrix.one_mul] at g1
      exact g1
    · linarith
```

A sum of squares with a minus sign is never positive, so only the value zero needs attention. If $S=1$, then $W=0$ and the total vanishes. Conversely, if the total vanishes, every $W_{mi}$ is zero, so $C=SC$. Multiplying by $C^{T}$ gives $Q=SQ=1$, and $QS=1$ then yields $S=1$. The total is therefore negative exactly when some overlap between different orbitals is nonzero.

## Three orbitals

```lean
/-- Every positive definite overlap matrix of three normalised orbitals has a complete set of
orthonormal levels. -/
theorem exists_levels {a b c : ℝ} (hS : (overlap a b c).PosDef) :
    ∃ C, IsLevelSet (overlap a b c) C := by
  have root : ∀ t : ℝ, 0 < t → ∃ u : ℝ, u ^ 2 * t = 1 := fun t ht =>
    ⟨(√t)⁻¹, by rw [inv_pow, Real.sq_sqrt ht.le, inv_mul_cancel₀ ht.ne']⟩
  have hdet : 0 < 1 + 2 * a * b * c - a ^ 2 - b ^ 2 - c ^ 2 := by
    have h := hS.det_pos
    rw [overlap, Matrix.det_fin_three] at h
    simp at h
    nlinarith
  have ha : 0 < 1 - a ^ 2 := by
    have hx : (![-a, 1, 0] : Fin 3 → ℝ) ≠ 0 := fun h => by simpa using congrFun h 1
    have h := hS.dotProduct_mulVec_pos hx
    simp [overlap, Matrix.mulVec, dotProduct, Fin.sum_univ_three] at h
    nlinarith
  obtain ⟨u, hu⟩ := root _ ha
  obtain ⟨v, hv⟩ := root _ (mul_pos ha hdet)
  -- successive orthogonalisation of the three orbitals
  refine ⟨!![1, -a * u, (a * b - c) * v; 0, u, (a * c - b) * v; 0, 0, (1 - a ^ 2) * v], ?_⟩
  unfold IsLevelSet
  ext i j
  fin_cases i <;> fin_cases j <;>
    simp [-mul_eq_zero, overlap, Matrix.mul_apply, Fin.sum_univ_three] <;>
    first
      | ring1
      | linear_combination hu
      | linear_combination hv
```

This theorem shows that suitable levels exist for every positive definite $S$ of this form. Write
$$D=\det S=1+2abc-a^2-b^2-c^2.$$
Positive definiteness gives $D>0$, and the test vector $(-a,1,0)$ gives $1-a^2>0$. Gram–Schmidt orthogonalisation then produces the columns
$$\begin{pmatrix}1\\0\\0\end{pmatrix},\quad u\begin{pmatrix}-a\\1\\0\end{pmatrix},\quad v\begin{pmatrix}ab-c\\ac-b\\1-a^2\end{pmatrix},$$
with $u^2(1-a^2)=1$ and $v^2(1-a^2)D=1$. `fin_cases` splits $C^{T}SC=1$ into its nine entries, and each is settled by algebra with these two relations.

```lean
/-- Three normalised orbitals with `S13 = c > 0` and all levels doubly filled: the 1,3 overlap
population is `4c(ab - c)/det S`, it is positive iff `c < ab`, and the three pair populations
sum to a negative number. -/
theorem three_orbital_population {a b c : ℝ} {C : Matrix (Fin 3) (Fin 3) ℝ} (hc : 0 < c)
    (hC : IsLevelSet (overlap a b c) C) :
    overlapPop (overlap a b c) C 0 2 = 4 * c * (a * b - c) / (overlap a b c).det ∧
    (0 < overlapPop (overlap a b c) C 0 2 ↔ c < a * b) ∧
    overlapPop (overlap a b c) C 0 1 + overlapPop (overlap a b c) C 1 2
      + overlapPop (overlap a b c) C 0 2 < 0 := by
  obtain ⟨g1, -, hs, hdet⟩ := levels_complete hC
  have hD : (overlap a b c).det = 1 + 2 * a * b * c - a ^ 2 - b ^ 2 - c ^ 2 := by
    simp [overlap, Matrix.det_fin_three]
    ring
  -- Cramer's rule for the 1,3 entry of the inverse overlap
  have hQ : (C * Cᵀ) 0 2 * (overlap a b c).det = a * b - c := by
    rw [hD]
    generalize C * Cᵀ = Q at g1
    have e0 := congrFun (congrFun g1 0) 0
    have e1 := congrFun (congrFun g1 0) 1
    have e2 := congrFun (congrFun g1 0) 2
    simp [overlap, Matrix.mul_apply, Fin.sum_univ_three] at e0 e1 e2
    linear_combination (a * b - c) * e0 + (a * c - b) * e1 + (1 - a ^ 2) * e2
  have hpop : overlapPop (overlap a b c) C 0 2
      = 4 * c * (a * b - c) / (overlap a b c).det := by
    have h02 : overlap a b c 0 2 = c := by simp [overlap]
    rw [eq_div_iff hdet.ne', overlapPop, density, Matrix.smul_apply, smul_eq_mul, h02]
    linear_combination 4 * c * hQ
  refine ⟨hpop, ?_, ?_⟩
  · rw [hpop]
    constructor
    · intro h
      by_contra hn
      have h1 : 4 * c * (a * b - c) ≤ 0 := by
        nlinarith [mul_nonneg hc.le (sub_nonneg.2 (not_lt.1 hn))]
      exact absurd h (not_lt_of_ge (div_nonpos_of_nonpos_of_nonneg h1 hdet.le))
    · intro h
      exact div_pos (mul_pos (by linarith) (sub_pos.2 h)) hdet
  · have hd : ∀ m, overlap a b c m m = 1 := by
      intro m
      fin_cases m <;> simp [overlap]
    have hne : overlap a b c ≠ 1 := by
      intro h
      have h' := congrFun (congrFun h 0) 2
      simp [overlap] at h'
      linarith
    have comm : ∀ m k, overlapPop (overlap a b c) C m k = overlapPop (overlap a b c) C k m := by
      intro m k
      have h1 : overlap a b c m k = overlap a b c k m := congrFun (congrFun hs k) m
      have h2 : density C m k = density C k m := by
        simp [density, Matrix.mul_apply, mul_comm]
      rw [overlapPop, overlapPop, h1, h2]
    have h := (pairTotal_neg_iff hC hd).2 hne
    simp [pairTotal, Fin.sum_univ_three] at h
    linarith [comm 1 0, comm 2 0, comm 2 1]
```

The only hypotheses are $c>0$ and a complete set of levels; $a$ and $b$ may have either sign. The first row of $QS=1$ reads
$$\begin{aligned}Q_{11}+aQ_{12}+cQ_{13}&=1,\\ aQ_{11}+Q_{12}+bQ_{13}&=0,\\ cQ_{11}+bQ_{12}+Q_{13}&=0.\end{aligned}$$
Multiply these equations by $ab-c$, $ac-b$ and $1-a^2$ and add them. The terms in $Q_{11}$ and $Q_{12}$ cancel, leaving $DQ_{13}=ab-c$. The `linear_combination` line in `hQ` names the same three multipliers. Hence
$$2P_{13}S_{13}=4cQ_{13}=\frac{4c(ab-c)}{\det S}.$$
Since $c$ and $\det S$ are positive, the sign is that of $ab-c$.

For the sum, $c>0$ means $S\neq1$, so `pairTotal_neg_iff` makes the total negative. The step `comm` uses the symmetry of $P$ and $S$ to turn its six ordered pairs into three.

```lean
/-- For overlaps `a = 3/5`, `b = 11/15`, `c = 1/3`, an explicit complete set of orthonormal
levels, all doubly filled, gives the 1,3 overlap population `1/2`. -/
theorem three_orbital_population_witness :
    IsLevelSet (overlap (3/5) (11/15) (1/3)) !![1, -3/4, 1/4; 0, 5/4, -5/4; 0, 0, 3/2] ∧
    overlapPop (overlap (3/5) (11/15) (1/3))
      !![1, -3/4, 1/4; 0, 5/4, -5/4; 0, 0, 3/2] 0 2 = 1/2 := by
  constructor
  · unfold IsLevelSet
    ext i j
    fin_cases i <;> fin_cases j <;>
      simp [overlap, Matrix.mul_apply, Fin.sum_univ_three] <;> norm_num
  · simp only [overlapPop, density, Matrix.smul_apply, Matrix.mul_apply, Fin.sum_univ_three,
      Matrix.transpose_apply, smul_eq_mul]
    simp [overlap]
    norm_num

end

end FilledLevelOverlapPopulation
```

Here $ab=11/25$ exceeds $c=1/3$, and $\det S=64/225$. The formula gives
$$\frac{4\cdot\frac13\left(\frac{11}{25}-\frac13\right)}{\frac{64}{225}}=\frac12.$$
Lean checks the levels entry by entry and evaluates the population directly from them. The same levels give $-3$ for the 1,2 pair and $-11/2$ for the 2,3 pair, a total of $-8$. The overlaps were chosen to keep every number rational, not to describe a particular molecule.

```lean
#print axioms FilledLevelOverlapPopulation.exists_levels
-- 'FilledLevelOverlapPopulation.exists_levels' depends on axioms: [propext, Classical.choice, Quot.sound]
#print axioms FilledLevelOverlapPopulation.three_orbital_population
-- 'FilledLevelOverlapPopulation.three_orbital_population' depends on axioms: [propext, Classical.choice, Quot.sound]
```
